# The cell area of planar integer translations, not all parallel, is the gcd of their pairwise determinants

A code that picks two translations from a redundant list and takes their parallelogram as the primitive cell can get a cell that is too large. Suppose that a layer repeats under (2,0), (0,3) and (1,1), written as integer components on a reference lattice. The three pairs span areas 6, 2 and 3 in units of the reference cell. Even the smallest, 2, is wrong: the combination 2(2,0) + (0,3) − 3(1,1) is (1,0), and (1,1) − (1,0) is (0,1), so the layer repeats with area 1. Working with area 2 doubles the number of atoms per cell and folds the bands without need.

## The area as a greatest common divisor

For integer vectors p = (p₁, p₂) and q = (q₁, q₂), write

det(p, q) = p₁q₂ − p₂q₁.

Let v_i be finitely many integer vectors, let L be the group of all their integer combinations, and let g be the greatest common divisor of the numbers |det(v_i, v_j)|. If at least one of these determinants is nonzero, L has finite index in ℤ², and

[ℤ² : L] = g.

The index counts the reference cells in one primitive cell of L. In the example, g = gcd(6, 2, 3) = 1.

The smallest case is two non-parallel vectors. Only one determinant is then nonzero up to sign, and the formula reduces to the familiar area |det(v₁, v₂)|. A single vector never satisfies the condition, since it generates translations along one line only.

## Supercells, atom counts and folded bands

The number g is useful when a supercell is inferred from a list of translations, for instance when an ordered overlayer is described on the lattice of its substrate. It gives the number of substrate cells per supercell. If no substrate atoms are added or removed, the atom count of the substrate part is g times the number of atoms in one substrate cell. In electronic-structure work on a two-dimensional layer commensurate with its reference lattice, g is also the number of reference k-points that fold onto each k-point of the supercell.

The formula uses only integer products, differences and a gcd, so the area is available before any primitive vectors have been constructed. It can then be compared with the determinant of the cell that a reduction routine returns.

## From a redundant list to two generators

**Two generators suffice.** The integers x with (x, 0) in L form a subgroup of ℤ, so they are the multiples of some integer a. The second components of the vectors in L are likewise the multiples of some integer d. Choose b such that (b, d) is in L. For any (x, y) in L we have y = nd for some integer n, and

(x, y) − n(b, d) = (x − nb, 0)

is again in L. Hence x − nb = ma for some integer m, and

(x, y) = m(a, 0) + n(b, d).

So p = (a, 0) and q = (b, d) generate L, with det(p, q) = ad.

**The index is |ad|.** Let K be the group of vectors (x, 0) with x an integer. Going from L to ℤ² through L + K gives

[ℤ² : L] = [L + K : L] · [ℤ² : L + K].

The first factor equals [K : L ∩ K], which is the index of aℤ in ℤ, namely |a|. The second is the index of dℤ in ℤ, namely |d|. If a or d is zero, the index is infinite.

**The determinant is g up to sign.** Each generator has the form v_i = m_i p + n_i q with integers m_i and n_i, so

det(v_i, v_j) = (m_i n_j − n_i m_j) det(p, q).

Thus |det(p, q)| divides every pair determinant, and therefore g. Conversely, p = Σ_i s_i v_i and q = Σ_j t_j v_j with integers s_i and t_j, so

det(p, q) = Σ_i Σ_j s_i t_j det(v_i, v_j),

which is divisible by g. Two non-negative integers that divide each other are equal, so |det(p, q)| = g. Since some pair determinant is nonzero, g is nonzero. Then a and d are nonzero too, and the index is finite.

**Real units.** Let A and B be the real basis vectors of the reference lattice, and define det for real vectors by the same formula. Since det is bilinear and antisymmetric,

det(p₁A + p₂B, q₁A + q₂B) = det(p, q) det(A, B).

The physical area of the primitive cell is therefore g |det(A, B)|.

## The Lean file

```lean
import Mathlib

namespace RedundantTranslations

/-- The signed area of the cell spanned by two integer vectors, in units of the
reference cell. -/
def cellDet (p q : ℤ × ℤ) : ℤ := p.1 * q.2 - p.2 * q.1

/-- The group of all translations generated by a family of integer vectors. -/
def translations {ι : Type*} (v : ι → ℤ × ℤ) : AddSubgroup (ℤ × ℤ) :=
  AddSubgroup.closure (Set.range v)

/-- The greatest common divisor of the cell areas spanned by all pairs of a finite family. -/
def detGcd {ι : Type*} [Fintype ι] (v : ι → ℤ × ℤ) : ℕ :=
  Finset.univ.gcd fun ij : ι × ι => (cellDet (v ij.1) (v ij.2)).natAbs

/-- The greatest common divisor divides the area spanned by each pair of the family. -/
theorem detGcd_dvd {ι : Type*} [Fintype ι] (v : ι → ℤ × ℤ) (i j : ι) :
    detGcd v ∣ (cellDet (v i) (v j)).natAbs :=
  Finset.gcd_dvd (f := fun ij : ι × ι => (cellDet (v ij.1) (v ij.2)).natAbs)
    (Finset.mem_univ (i, j))

/-- An integer that divides the signed areas of all pairs of generators divides the signed area
of any two translations in the generated group. -/
theorem dvd_cellDet_of_mem_closure {S : Set (ℤ × ℤ)} {g : ℤ}
    (h : ∀ p ∈ S, ∀ q ∈ S, g ∣ cellDet p q) {x y : ℤ × ℤ}
    (hx : x ∈ AddSubgroup.closure S) (hy : y ∈ AddSubgroup.closure S) : g ∣ cellDet x y := by
  -- the area is linear in its second argument
  have key : ∀ p, (∀ q ∈ S, g ∣ cellDet p q) →
      ∀ z ∈ AddSubgroup.closure S, g ∣ cellDet p z := by
    intro p hp z hz
    induction hz using AddSubgroup.closure_induction with
    | mem q hq => exact hp q hq
    | zero => simp [cellDet]
    | add a b _ _ ha hb =>
      have e : cellDet p (a + b) = cellDet p a + cellDet p b := by
        simp only [cellDet, Prod.fst_add, Prod.snd_add]; ring
      rw [e]; exact dvd_add ha hb
    | neg a _ ha =>
      have e : cellDet p (-a) = -cellDet p a := by
        simp only [cellDet, Prod.fst_neg, Prod.snd_neg]; ring
      rw [e]; exact dvd_neg.2 ha
  -- antisymmetry carries the result over to the first argument
  refine key x (fun q hq => ?_) y hy
  have e : cellDet x q = -cellDet q x := by simp only [cellDet]; ring
  rw [e]; exact dvd_neg.2 (key q (h q hq) x hx)

/-- The index of a group of translations is the index of its translations along the first axis
times the index of its projection on the second axis (an infinite index counts as 0). -/
theorem index_eq_row_mul_projection (L : AddSubgroup (ℤ × ℤ)) :
    L.index = (L.comap (AddMonoidHom.inl ℤ ℤ)).index *
      (L.map (AddMonoidHom.snd ℤ ℤ)).index := by
  have hK : (AddMonoidHom.inl ℤ ℤ).range = (AddMonoidHom.snd ℤ ℤ).ker := by
    ext ⟨a, b⟩
    constructor
    · rintro ⟨c, hc⟩
      exact AddMonoidHom.mem_ker.2 (congrArg Prod.snd hc).symm
    · intro h
      have hb : b = 0 := AddMonoidHom.mem_ker.1 h
      exact ⟨a, by rw [hb]; rfl⟩
  have hs : Function.Surjective (AddMonoidHom.snd ℤ ℤ) := fun b => ⟨(0, b), rfl⟩
  have h1 : L.relIndex (L ⊔ (AddMonoidHom.snd ℤ ℤ).ker)
      = L.relIndex (AddMonoidHom.snd ℤ ℤ).ker := by
    rw [AddSubgroup.relIndex_sup_left]
  have h2 : (L ⊔ (AddMonoidHom.snd ℤ ℤ).ker).index
      = (L.map (AddMonoidHom.snd ℤ ℤ)).index := by
    rw [← AddSubgroup.comap_map_eq, AddSubgroup.index_comap_of_surjective _ hs]
  rw [AddSubgroup.index_comap, hK, ← h1, ← h2]
  exact (AddSubgroup.relIndex_mul_index le_sup_left).symm

/-- Every group of integer translations in the plane is generated by two vectors whose cell area
is the index of the group (an infinite index counts as 0). -/
theorem exists_primitive_cell (L : AddSubgroup (ℤ × ℤ)) :
    ∃ p q : ℤ × ℤ, AddSubgroup.closure {p, q} = L ∧ L.index = (cellDet p q).natAbs := by
  have hidx : ∀ a : ℤ, (AddSubgroup.zmultiples a).index = a.natAbs := fun a =>
    (Nat.card_congr (Int.quotientZMultiplesEquivZMod a).toEquiv).trans (Nat.card_zmod _)
  obtain ⟨a, ha⟩ := Int.subgroup_cyclic (L.comap (AddMonoidHom.inl ℤ ℤ))
  obtain ⟨d, hd⟩ := Int.subgroup_cyclic (L.map (AddMonoidHom.snd ℤ ℤ))
  rw [← AddSubgroup.zmultiples_eq_closure] at ha hd
  have haL : a ∈ L.comap (AddMonoidHom.inl ℤ ℤ) := by
    rw [ha]; exact AddSubgroup.mem_zmultiples a
  have hdL : d ∈ L.map (AddMonoidHom.snd ℤ ℤ) := by
    rw [hd]; exact AddSubgroup.mem_zmultiples d
  obtain ⟨⟨b, d'⟩, hb, hbd⟩ := hdL
  have hbL : ((b, d) : ℤ × ℤ) ∈ L := by
    have e : d' = d := hbd
    rw [← e]; exact hb
  refine ⟨(a, 0), (b, d), le_antisymm ?_ ?_, ?_⟩
  · rw [AddSubgroup.closure_le]
    rintro x (rfl | rfl)
    · exact haL
    · exact hbL
  · -- remove the second component with (b, d), the rest lies along the first axis
    rintro ⟨x, y⟩ hxy
    have hy : y ∈ AddSubgroup.zmultiples d := by rw [← hd]; exact ⟨(x, y), hxy, rfl⟩
    obtain ⟨n, hn⟩ := AddSubgroup.mem_zmultiples_iff.1 hy
    simp only [smul_eq_mul] at hn
    have hx : x - n * b ∈ AddSubgroup.zmultiples a := by
      rw [← ha]
      have h := L.sub_mem hxy (L.zsmul_mem hbL n)
      have e : ((x, y) : ℤ × ℤ) - n • ((b, d) : ℤ × ℤ) = (x - n * b, 0) :=
        Prod.ext (by simp) (by simp [hn])
      rw [e] at h
      exact h
    obtain ⟨m, hm⟩ := AddSubgroup.mem_zmultiples_iff.1 hx
    simp only [smul_eq_mul] at hm
    have e : ((x, y) : ℤ × ℤ) = m • ((a, 0) : ℤ × ℤ) + n • ((b, d) : ℤ × ℤ) :=
      Prod.ext (by simp only [Prod.fst_add, Prod.smul_fst, smul_eq_mul]; linarith)
        (by simp only [Prod.snd_add, Prod.smul_snd, smul_eq_mul]; linarith)
    have hp : ((a, 0) : ℤ × ℤ) ∈ AddSubgroup.closure ({(a, 0), (b, d)} : Set (ℤ × ℤ)) :=
      AddSubgroup.subset_closure (Set.mem_insert _ _)
    have hq : ((b, d) : ℤ × ℤ) ∈ AddSubgroup.closure ({(a, 0), (b, d)} : Set (ℤ × ℤ)) :=
      AddSubgroup.subset_closure (Set.mem_insert_of_mem _ (Set.mem_singleton _))
    have h := AddSubgroup.add_mem _ (AddSubgroup.zsmul_mem _ hp m)
      (AddSubgroup.zsmul_mem _ hq n)
    rw [← e] at h
    exact h
  · rw [index_eq_row_mul_projection, ha, hd, hidx, hidx, ← Int.natAbs_mul]
    simp [cellDet]

/-- Any two vectors that generate the same translations as a finite family span a cell whose area
is the greatest common divisor of the areas of all pairs of the family. -/
theorem primitive_cell_area {ι : Type*} [Fintype ι] (v : ι → ℤ × ℤ) {p q : ℤ × ℤ}
    (h : AddSubgroup.closure {p, q} = translations v) :
    (cellDet p q).natAbs = detGcd v := by
  rw [translations] at h
  apply Nat.dvd_antisymm
  · have hv : ∀ i, v i ∈ AddSubgroup.closure {p, q} := fun i => by
      rw [h]; exact AddSubgroup.subset_closure ⟨i, rfl⟩
    refine Finset.dvd_gcd fun ij _ => Int.natAbs_dvd_natAbs.2 ?_
    refine dvd_cellDet_of_mem_closure ?_ (hv _) (hv _)
    intro x hx y hy
    simp only [Set.mem_insert_iff, Set.mem_singleton_iff] at hx hy
    rcases hx with rfl | rfl <;> rcases hy with rfl | rfl
    · exact ⟨0, by simp only [cellDet]; ring⟩
    · exact dvd_rfl
    · exact ⟨-1, by simp only [cellDet]; ring⟩
    · exact ⟨0, by simp only [cellDet]; ring⟩
  · have hp : p ∈ AddSubgroup.closure (Set.range v) := by
      rw [← h]; exact AddSubgroup.subset_closure (Set.mem_insert _ _)
    have hq : q ∈ AddSubgroup.closure (Set.range v) := by
      rw [← h]; exact AddSubgroup.subset_closure (Set.mem_insert_of_mem _ rfl)
    refine Int.natCast_dvd.1 (dvd_cellDet_of_mem_closure ?_ hp hq)
    rintro _ ⟨i, rfl⟩ _ ⟨j, rfl⟩
    exact Int.natCast_dvd.2 (detGcd_dvd v i j)

/-- If finitely many integer vectors are not all parallel, the translations they generate have
finite index in the integer lattice, equal to the greatest common divisor of all pair areas. -/
theorem index_translations {ι : Type*} [Fintype ι] (v : ι → ℤ × ℤ)
    (h : ∃ i j, cellDet (v i) (v j) ≠ 0) :
    (translations v).FiniteIndex ∧ (translations v).index = detGcd v := by
  obtain ⟨p, q, hpq, hidx⟩ := exists_primitive_cell (translations v)
  rw [primitive_cell_area v hpq] at hidx
  refine ⟨⟨fun h0 => ?_⟩, hidx⟩
  obtain ⟨i, j, hij⟩ := h
  have hd := detGcd_dvd v i j
  rw [← hidx, h0, zero_dvd_iff] at hd
  exact hij (Int.natAbs_eq_zero.1 hd)

/-- The area of the parallelogram spanned by two vectors of the real plane. -/
def area (x y : ℝ × ℝ) : ℝ := |x.1 * y.2 - x.2 * y.1|

/-- The real translation with integer components `p` along the basis vectors `a` and `b`. -/
def position (a b : ℝ × ℝ) (p : ℤ × ℤ) : ℝ × ℝ :=
  (p.1 * a.1 + p.2 * b.1, p.1 * a.2 + p.2 * b.2)

/-- For real vectors `a` and `b`, two translations that generate the same group as a finite family
span the area of the cell of `a` and `b` times the greatest common divisor of the pair areas. -/
theorem real_cell_area {ι : Type*} [Fintype ι] (v : ι → ℤ × ℤ) (a b : ℝ × ℝ) {p q : ℤ × ℤ}
    (h : AddSubgroup.closure {p, q} = translations v) :
    area (position a b p) (position a b q) = detGcd v * area a b := by
  rw [← primitive_cell_area v h, Nat.cast_natAbs, Int.cast_abs, area, area, ← abs_mul]
  congr 1
  simp only [position, cellDet]
  push_cast
  ring

/-- The three translations (2,0), (0,3) and (1,1). -/
def triple : Fin 3 → ℤ × ℤ := ![(2, 0), (0, 3), (1, 1)]

/-- The translations (2,0), (0,3) and (1,1) together generate the whole integer lattice, but no
two of them do. -/
theorem three_needed : translations triple = ⊤ ∧
    ∀ i j, AddSubgroup.closure {triple i, triple j} ≠ ⊤ := by
  -- the pair areas 2 and 3 have no common divisor greater than 1
  have h2 : detGcd triple ∣ 2 := detGcd_dvd triple 0 2
  have h3 : detGcd triple ∣ 2 + 1 := detGcd_dvd triple 1 2
  have hg : detGcd triple = 1 := Nat.dvd_one.1 ((Nat.dvd_add_right h2).1 h3)
  have htop : translations triple = ⊤ := by
    rw [← AddSubgroup.index_eq_one, (index_translations triple ⟨0, 2, by decide⟩).2, hg]
  have hne : ∀ i j, (cellDet (triple i) (triple j)).natAbs ≠ 1 := by decide
  exact ⟨htop, fun i j hij =>
    hne i j ((primitive_cell_area triple (hij.trans htop.symm)).trans hg)⟩

end RedundantTranslations
```

```lean
#print axioms RedundantTranslations.primitive_cell_area
#print axioms RedundantTranslations.real_cell_area
#print axioms RedundantTranslations.three_needed
```

```
'RedundantTranslations.primitive_cell_area' depends on axioms: [propext, Classical.choice, Quot.sound]
'RedundantTranslations.real_cell_area' depends on axioms: [propext, Classical.choice, Quot.sound]
'RedundantTranslations.three_needed' depends on axioms: [propext, Classical.choice, Quot.sound]
```

## An exact index for a list taken on trust

The main theorem is `index_translations`. The family `v` is indexed by a finite type `ι`, and repeated vectors are allowed. `translations v` is the group L, `cellDet` is the signed determinant, and `detGcd v` is g. The gcd runs over all ordered pairs, including i = j; those contribute zeros, which leave a gcd unchanged. The hypothesis `∃ i j, cellDet (v i) (v j) ≠ 0` says that the vectors are not all parallel. Mathlib records an infinite index as 0, so the conclusion states `FiniteIndex` separately from the value.

The supporting results follow the derivation closely:

- `dvd_cellDet_of_mem_closure` replaces the double sum by an induction over the generated group: a common divisor of the generators' determinants survives addition and negation. Antisymmetry then extends the result from one argument to both.
- `index_eq_row_mul_projection` is the factorisation through L + K. The group K appears as the kernel of the projection on the second component.
- `exists_primitive_cell` obtains a and d from the fact that subgroups of ℤ are cyclic, then subtracts n(b, d) as above. It holds for every subgroup of ℤ², including those of infinite index.
- `primitive_cell_area` proves the two divisibilities and joins them with `Nat.dvd_antisymm`. It applies to any two vectors that generate L, not just the pair (a, 0), (b, d).

In `index_translations` these combine to give the value. Finiteness follows because an index of 0 would force every pair determinant to vanish.

`real_cell_area` converts the result to real units. Its `a` and `b` are the real basis vectors called A and B above, not the integers a and b of the derivation. `three_needed` treats the opening example: the three vectors generate all of ℤ², while no two of them do. Its proof gets g = 1 from the pair areas 2 and 3. Two vectors that generated everything would have to span area 1, and `decide` checks that no pair does.

For a simulation code, the step left open is the one from the structure to the list. The theorem concerns the group generated by the given integer vectors; whether that group contains every translation of the crystal, and nothing else, depends on the symmetry search that produced them. A missed translation can leave the cell too large. A spurious one, such as a component rounded to the wrong integer, can make it too small, and a single bad vector may be enough to bring the gcd down to 1.

The results are restricted to two dimensions. They establish that a primitive pair exists and fix its area, but they do not select short or nearly orthogonal vectors, which remains the job of a lattice reduction. Lean's integers are also unbounded, whereas in a program with fixed-width integers an overflow can give a wrong determinant and hence a wrong gcd.
